# A linear bound on the number of exchange terms kept by threshold screening on a chain with banded pair bounds and a decaying density matrix

The upper bound on the number of exchange terms derived here uses a distance between basis functions. Here the functions sit one per site on an open chain, the distance between sites $i$ and $j$ is the integer $|i-j|$, and functions more than $m$ sites apart form no charge distribution at all. Real basis functions have tails, so this sharp cutoff stands for a basis whose negligible pairs have already been removed.

## Counting the surviving terms

Let the sites be $0,\dots,N-1$. With two-electron integrals $(ab|cd)$ and density matrix $P$, the exchange matrix is

$$K_{ac}=\sum_{b,d}(ab|cd)\,P_{bd}.$$

Each pair of sites carries a bound $Q_{ij}\ge 0$ with $|(ab|cd)|\le Q_{ab}Q_{cd}$. The Schwarz inequality supplies one, $Q_{ij}=\sqrt{(ij|ij)}$. Screening at a threshold $\tau>0$ keeps the term $(a,b,c,d)$ exactly when

$$Q_{ab}\,|P_{bd}|\,Q_{cd}>\tau .$$

Assume that $Q_{ij}\le q$, that $Q_{ij}=0$ for $|i-j|>m$, and that $|P_{ij}|\le C e^{-g|i-j|}$ with $g>0$. The last condition expresses the locality of the density matrix expected of an insulator, with $1/g$ as its decay length in lattice spacings. For $0<\tau\le Cq^2$ the claim is

$$\#\{\text{surviving quadruples}\}\le N(2m+1)^2\left(\frac{2\ln(Cq^2/\tau)}{g}+1\right).$$

This is linear in $N$ when $m,q,C,g$ and $\tau$ stay fixed as the chain grows.

For a surviving quadruple, replacing each factor by its upper bound gives

$$\tau<Q_{ab}|P_{bd}|Q_{cd}\le Cq^2e^{-g|b-d|}.$$

Multiplying by $e^{g|b-d|}/\tau$ and taking logarithms,

$$|b-d|<L,\qquad L=\frac{\ln(Cq^2/\tau)}{g}.$$

Moreover, neither $Q_{ab}$ nor $Q_{cd}$ can be zero, so $|a-b|\le m$ and $|c-d|\le m$. The four sites are therefore linked in the order $a,b,d,c$, each near the next.

Now count. There are $N$ choices of $b$. The displacements $a-b$ and $c-d$ each take at most $2m+1$ values. Since $|b-d|$ is an integer below $L$, it is at most $k=\lfloor L\rfloor$, so $b-d$ takes at most $2k+1$ values. These four numbers determine the quadruple, and the count is at most

$$N(2m+1)^2(2k+1)\le N(2m+1)^2(2L+1).$$

The last step uses $k\le L$, which holds because $\tau\le Cq^2$ makes $L\ge 0$.

If every on-site term satisfies $Q_{aa}^2|P_{aa}|>\tau$, the $N$ quadruples $(a,a,a,a)$ all survive. In that case the growth is at least linear too.

## The error in each matrix element

Let $K^{\tau}_{ac}$ be the sum over surviving terms only. A dropped term obeys

$$|(ab|cd)P_{bd}|\le Q_{ab}|P_{bd}|Q_{cd}\le\tau,$$

and it vanishes unless $|a-b|\le m$ and $|c-d|\le m$. For fixed $a$ and $c$ this leaves at most $2m+1$ sites $b$ and $2m+1$ sites $d$, so

$$|K_{ac}-K^{\tau}_{ac}|\le(2m+1)^2\tau .$$

The bound does not grow with $N$, and the decay of $P$ was not used. It concerns one matrix element at a time, not the total exchange energy.

## One hundred sites with a threshold of 0.001

Take $N=100$, $m=1$, $Q_{ij}=1$ for $|i-j|\le1$ and zero otherwise, and toy values $P_{ij}=2^{-|i-j|}$. Then $q=C=1$ and $g=\ln2$. With $\tau=10^{-3}$,

$$L=\log_2 1000\approx 9.97,\qquad k=9.$$

The bound is $100\cdot 9\cdot(2L+1)\approx 18\,838$, and the version with $k$ gives $100\cdot9\cdot19=17\,100$.

The true number can be found directly. There are $100+2\sum_{s=1}^{9}(100-s)=1810$ ordered pairs $(b,d)$ with $|b-d|\le9$. Each site has three partners within distance one, except the two end sites, which have two. Correcting $9\cdot1810=16\,290$ for the ends gives $16\,290-120+2=16\,172$ surviving quadruples, out of $10^8$. Each element of $K$ changes by at most $9\tau=0.009$.

## The chain and the screened sum in Lean

A site is an element of `Fin N`, which is numbered from zero as above.

```lean
import Mathlib

open Finset

namespace LinearScalingExchange

noncomputable section

variable {N : ℕ}
```

The separation is computed by subtracting in the integers and then taking the absolute value as a natural number.

```lean
/-- The separation `|i - j|` of two sites of the chain, in lattice spacings. -/
def sep (i j : Fin N) : ℕ := (((i : ℕ) : ℤ) - ((j : ℕ) : ℤ)).natAbs
```

The surviving quadruples form a finite set. All ordered quadruples are counted, without using any permutational symmetry of the integrals.

```lean
/-- The quadruples `(a, b, c, d)` that survive exchange screening:
those with `Q_ab |P_bd| Q_cd > τ`. -/
def significant (Q P : Fin N → Fin N → ℝ) (τ : ℝ) :
    Finset (Fin N × Fin N × Fin N × Fin N) :=
  univ.filter fun x => τ < Q x.1 x.2.1 * |P x.2.1 x.2.2.2| * Q x.2.2.1 x.2.2.2
```

The integrals enter as an arbitrary real array `V`, with `V a b c d` for $(ab|cd)$. Neither symmetry of `V` nor idempotency of `P` is required.

```lean
/-- The exchange matrix `K_ac = ∑_bd (ab|cd) P_bd`, with `V a b c d` for `(ab|cd)`. -/
def exchange (V : Fin N → Fin N → Fin N → Fin N → ℝ) (P : Fin N → Fin N → ℝ)
    (a c : Fin N) : ℝ :=
  ∑ b, ∑ d, V a b c d * P b d
```

The screened matrix replaces each dropped term by zero.

```lean
/-- The exchange matrix summed only over terms with `Q_ab |P_bd| Q_cd > τ`. -/
def screenedExchange (V : Fin N → Fin N → Fin N → Fin N → ℝ)
    (Q P : Fin N → Fin N → ℝ) (τ : ℝ) (a c : Fin N) : ℝ :=
  ∑ b, ∑ d, if τ < Q a b * |P b d| * Q c d then V a b c d * P b d else 0
```

## The range of the density matrix

The hypotheses `hQ0`, `hQq` and `hP` are the bounds on $Q$ and $P$. The exponential decay is assumed here, not derived from a Hamiltonian with a gap. The conclusion is $|b-d|<L$.

In the proof, `h1` replaces the three factors by their upper bounds, `h2` moves the exponential to the other side, and the last line takes the logarithm.

```lean
/-- If `0 ≤ Q_ij ≤ q` and `|P_ij| ≤ C exp(-g |i - j|)` with `g > 0`, a quadruple that survives
a threshold `τ > 0` has `|b - d| < ln(C q² / τ) / g`. -/
theorem sep_lt_of_significant {Q P : Fin N → Fin N → ℝ} {q C g τ : ℝ}
    (hQ0 : ∀ i j, 0 ≤ Q i j) (hQq : ∀ i j, Q i j ≤ q)
    (hP : ∀ i j, |P i j| ≤ C * Real.exp (-g * sep i j))
    (hg : 0 < g) (hτ : 0 < τ) {a b c d : Fin N}
    (h : τ < Q a b * |P b d| * Q c d) :
    (sep b d : ℝ) < Real.log (C * q ^ 2 / τ) / g := by
  have hq0 : 0 ≤ q := (hQ0 a b).trans (hQq a b)
  have hCe := (abs_nonneg (P b d)).trans (hP b d)
  -- replace each factor by its upper bound
  have h1 : τ < q * (C * Real.exp (-g * sep b d)) * q :=
    h.trans_le (mul_le_mul (mul_le_mul (hQq a b) (hP b d) (abs_nonneg _) hq0)
      (hQq c d) (hQ0 c d) (mul_nonneg hq0 hCe))
  have e : Real.exp (g * sep b d) * Real.exp (-g * sep b d) = 1 := by
    rw [← Real.exp_add, neg_mul, add_neg_cancel, Real.exp_zero]
  -- solve the inequality for the separation
  have h2 : Real.exp (g * sep b d) < C * q ^ 2 / τ := by
    rw [lt_div_iff₀ hτ]
    calc Real.exp (g * sep b d) * τ
        < Real.exp (g * sep b d) * (q * (C * Real.exp (-g * sep b d)) * q) :=
          mul_lt_mul_of_pos_left h1 (Real.exp_pos _)
      _ = C * q ^ 2 := by linear_combination (C * q ^ 2) * e
  rw [lt_div_iff₀ hg, mul_comm]
  exact (Real.lt_log_iff_exp_lt ((Real.exp_pos _).trans h2)).2 h2
```

## Counting by displacements

The next theorem is purely combinatorial: it concerns any set of quadruples whose sites are linked within distances $m$, $k$ and $m$. The proof maps $(a,b,c,d)$ to $(b,\,a-b,\,b-d,\,c-d)$. The target is a product of the $N$ sites with three integer intervals, and `hT` computes its size. The first bullet shows that the map lands in this product, and the second recovers all four sites from the image.

```lean
/-- A set of quadruples with `|a - b| ≤ m`, `|b - d| ≤ k` and `|c - d| ≤ m` has at most
`N (2m+1)² (2k+1)` members. -/
theorem card_linked_le (S : Finset (Fin N × Fin N × Fin N × Fin N)) (m k : ℕ)
    (hS : ∀ a b c d, (a, b, c, d) ∈ S → sep a b ≤ m ∧ sep b d ≤ k ∧ sep c d ≤ m) :
    S.card ≤ N * (2 * m + 1) ^ 2 * (2 * k + 1) := by
  have e : ∀ n : ℕ, (Icc (-(n : ℤ)) (n : ℤ)).card = 2 * n + 1 := by
    intro n
    rw [Int.card_Icc]
    omega
  have hT : ((univ : Finset (Fin N)) ×ˢ (Icc (-(m : ℤ)) (m : ℤ) ×ˢ
      (Icc (-(k : ℤ)) (k : ℤ) ×ˢ Icc (-(m : ℤ)) (m : ℤ)))).card
      = N * (2 * m + 1) ^ 2 * (2 * k + 1) := by
    simp only [card_product, e, card_univ, Fintype.card_fin]
    ring
  rw [← hT]
  -- a quadruple is fixed by the site b and three bounded displacements
  apply Finset.card_le_card_of_injOn (fun x =>
    (x.2.1, ((x.1 : ℕ) : ℤ) - ((x.2.1 : ℕ) : ℤ),
      ((x.2.1 : ℕ) : ℤ) - ((x.2.2.2 : ℕ) : ℤ),
      ((x.2.2.1 : ℕ) : ℤ) - ((x.2.2.2 : ℕ) : ℤ)))
  · rintro ⟨a, b, c, d⟩ hx
    obtain ⟨h1, h2, h3⟩ := hS a b c d (mem_coe.1 hx)
    unfold sep at h1 h2 h3
    refine mem_coe.2 ?_
    simp only [mem_product, mem_univ, mem_Icc, true_and]
    omega
  · rintro ⟨a, b, c, d⟩ _ ⟨a', b', c', d'⟩ _ h
    simp only [Prod.mk.injEq] at h ⊢
    obtain ⟨h1, h2, h3, h4⟩ := h
    subst h1
    exact ⟨Fin.ext (by omega), rfl, Fin.ext (by omega), Fin.ext (by omega)⟩
```

## The linear bound

To the hypotheses of the range estimate, the main theorem adds the band condition `hband` and the upper limit `hτC` on the threshold. Its left side is the number of surviving quadruples, read as a real number, and its right side is the bound claimed above. The endpoint $\tau=Cq^2$ is included.

The proof applies the counting theorem with $k=\lfloor L\rfloor$. The range estimate supplies the middle link. For the outer links, a pair beyond distance $m$ would make the product zero, contradicting `h` and $\tau>0$. The fact `hR`, that $L\ge0$, then allows the floor to be replaced by $L$.

For exchange in Hartree–Fock or hybrid-functional calculations, this gives a one-dimensional model of how a formally quartic number of terms becomes linear. The strictly banded pairs alone leave at most $N^2(2m+1)^2$ terms, and the decay of the density matrix, together with the fixed threshold, brings this quadratic bound down to a linear one. The theorem counts the terms that are kept, not the work of finding them.

```lean
/-- Linear-scaling exchange: if `0 ≤ Q_ij ≤ q`, `Q_ij = 0` for `|i - j| > m`,
`|P_ij| ≤ C exp(-g |i - j|)` with `g > 0`, and `0 < τ ≤ C q²`, then at most
`N (2m+1)² (2 ln(C q² / τ) / g + 1)` quadruples survive screening. -/
theorem card_significant_le {Q P : Fin N → Fin N → ℝ} {q C g τ : ℝ} {m : ℕ}
    (hQ0 : ∀ i j, 0 ≤ Q i j) (hQq : ∀ i j, Q i j ≤ q)
    (hband : ∀ i j, m < sep i j → Q i j = 0)
    (hP : ∀ i j, |P i j| ≤ C * Real.exp (-g * sep i j))
    (hg : 0 < g) (hτ : 0 < τ) (hτC : τ ≤ C * q ^ 2) :
    ((significant Q P τ).card : ℝ)
      ≤ N * (2 * m + 1) ^ 2 * (2 * Real.log (C * q ^ 2 / τ) / g + 1) := by
  have hR : 0 ≤ Real.log (C * q ^ 2 / τ) / g :=
    div_nonneg (Real.log_nonneg ((one_le_div hτ).2 hτC)) hg.le
  have hcard := card_linked_le (significant Q P τ) m
    ⌊Real.log (C * q ^ 2 / τ) / g⌋₊ (by
      intro a b c d hx
      have h : τ < Q a b * |P b d| * Q c d := (mem_filter.1 hx).2
      refine ⟨?_, Nat.le_floor (sep_lt_of_significant hQ0 hQq hP hg hτ h).le, ?_⟩
      · by_contra hn
        rw [hband a b (not_le.1 hn), zero_mul, zero_mul] at h
        linarith
      · by_contra hn
        rw [hband c d (not_le.1 hn), mul_zero] at h
        linarith)
  have h1 : ((significant Q P τ).card : ℝ) ≤ N * (2 * m + 1) ^ 2 *
      (2 * (⌊Real.log (C * q ^ 2 / τ) / g⌋₊ : ℝ) + 1) := by
    exact_mod_cast hcard
  refine h1.trans (mul_le_mul_of_nonneg_left ?_ (by positivity))
  rw [mul_div_assoc 2 (Real.log (C * q ^ 2 / τ)) g]
  linarith [Nat.floor_le hR]
```

## The on-site terms

The lower bound sends each site $a$ to $(a,a,a,a)$. The hypothesis puts the image among the survivors, and distinct sites give distinct quadruples.

```lean
/-- If every on-site term `Q_aa |P_aa| Q_aa` exceeds `τ`, at least `N` quadruples survive. -/
theorem le_card_significant {Q P : Fin N → Fin N → ℝ} {τ : ℝ}
    (h : ∀ a, τ < Q a a * |P a a| * Q a a) : N ≤ (significant Q P τ).card := by
  have h1 : (univ : Finset (Fin N)).card ≤ (significant Q P τ).card := by
    apply Finset.card_le_card_of_injOn (fun a => (a, a, a, a))
    · intro a _
      exact mem_coe.2 (mem_filter.2 ⟨mem_univ _, h a⟩)
    · intro a _ b _ hab
      exact congrArg Prod.fst hab
  rwa [card_univ, Fintype.card_fin] at h1
```

## Accuracy of the screened matrix

The sum below counts the sites within distance $m$ of $a$. For $m\ge1$ there are fewer than $2m+1$ near the ends of the chain, hence the inequality. The proof places these sites in the integer interval from $a-m$ to $a+m$.

```lean
/-- At most `2m+1` sites lie within separation `m` of a given site. -/
theorem sum_window_le (a : Fin N) (m : ℕ) :
    ∑ b, (if sep a b ≤ m then (1 : ℝ) else 0) ≤ 2 * m + 1 := by
  have h : (univ.filter fun b => sep a b ≤ m).card
      ≤ (Icc (((a : ℕ) : ℤ) - m) (((a : ℕ) : ℤ) + m)).card := by
    apply Finset.card_le_card_of_injOn (fun b : Fin N => ((b : ℕ) : ℤ))
    · intro b hb
      have hb' : sep a b ≤ m := (mem_filter.1 (mem_coe.1 hb)).2
      unfold sep at hb'
      have hI : ((a : ℕ) : ℤ) - m ≤ ((b : ℕ) : ℤ) ∧
          ((b : ℕ) : ℤ) ≤ ((a : ℕ) : ℤ) + m := by omega
      exact mem_coe.2 (mem_Icc.2 hI)
    · intro b _ c _ hbc
      have hbc' : ((b : ℕ) : ℤ) = ((c : ℕ) : ℤ) := hbc
      exact Fin.ext (by omega)
  rw [Int.card_Icc] at h
  have h2 : (univ.filter fun b => sep a b ≤ m).card ≤ 2 * m + 1 := by omega
  rw [Finset.sum_boole]
  exact_mod_cast h2
```

In the error bound, `hV` is the Schwarz-type estimate that connects the integrals to $Q$. Together with `hband` it forces `V a b c d` to vanish whenever $a,b$ or $c,d$ are more than $m$ apart. The bound therefore measures the effect of the threshold alone, and does not include the error made earlier by removing the tails of real basis functions.

The statement `term` bounds the change in a single term by $\tau$ when both pairs are close and by zero otherwise. Its case distinctions are those of the derivation: a kept term contributes no error, a dropped one at most $\tau$. The final chain of inequalities applies the triangle inequality, separates the double sum into two window sums, and bounds each by $2m+1$.

```lean
/-- If `|(ab|cd)| ≤ Q_ab Q_cd`, `Q_ij = 0` for `|i - j| > m` and `τ ≥ 0`, screening changes
each element of the exchange matrix by at most `(2m+1)² τ`. -/
theorem abs_exchange_sub_screened_le {V : Fin N → Fin N → Fin N → Fin N → ℝ}
    {Q P : Fin N → Fin N → ℝ} {τ : ℝ} {m : ℕ}
    (hV : ∀ a b c d, |V a b c d| ≤ Q a b * Q c d)
    (hband : ∀ i j, m < sep i j → Q i j = 0) (hτ : 0 ≤ τ) (a c : Fin N) :
    |exchange V P a c - screenedExchange V Q P τ a c| ≤ (2 * m + 1) ^ 2 * τ := by
  -- a dropped term is at most τ, and vanishes unless b is near a and d is near c
  have term : ∀ b d, |V a b c d * P b d -
      (if τ < Q a b * |P b d| * Q c d then V a b c d * P b d else 0)|
      ≤ (if sep a b ≤ m then (1 : ℝ) else 0) *
        ((if sep c d ≤ m then (1 : ℝ) else 0) * τ) := by
    intro b d
    have hv := hV a b c d
    by_cases hb : sep a b ≤ m
    · by_cases hd : sep c d ≤ m
      · rw [if_pos hb, if_pos hd, one_mul, one_mul]
        split_ifs with hs
        · rw [sub_self, abs_zero]
          exact hτ
        · rw [sub_zero, abs_mul]
          calc |V a b c d| * |P b d| ≤ Q a b * Q c d * |P b d| :=
                mul_le_mul_of_nonneg_right hv (abs_nonneg _)
            _ = Q a b * |P b d| * Q c d := by ring
            _ ≤ τ := not_lt.1 hs
      · rw [hband c d (not_le.1 hd), mul_zero] at hv
        simp [abs_nonpos_iff.1 hv, hd]
    · rw [hband a b (not_le.1 hb), zero_mul] at hv
      simp [abs_nonpos_iff.1 hv, hb]
  calc |exchange V P a c - screenedExchange V Q P τ a c|
      = |∑ b, ∑ d, (V a b c d * P b d -
          (if τ < Q a b * |P b d| * Q c d then V a b c d * P b d else 0))| := by
        simp only [exchange, screenedExchange, Finset.sum_sub_distrib]
    _ ≤ ∑ b, ∑ d, |V a b c d * P b d -
          (if τ < Q a b * |P b d| * Q c d then V a b c d * P b d else 0)| :=
        (abs_sum_le_sum_abs _ _).trans (sum_le_sum fun b _ => abs_sum_le_sum_abs _ _)
    _ ≤ ∑ b, ∑ d, (if sep a b ≤ m then (1 : ℝ) else 0) *
          ((if sep c d ≤ m then (1 : ℝ) else 0) * τ) :=
        sum_le_sum fun b _ => sum_le_sum fun d _ => term b d
    _ = (∑ b, (if sep a b ≤ m then (1 : ℝ) else 0)) *
          ((∑ d, (if sep c d ≤ m then (1 : ℝ) else 0)) * τ) := by
        simp only [← Finset.mul_sum, ← Finset.sum_mul]
    _ ≤ (2 * m + 1) * ((2 * m + 1) * τ) :=
        mul_le_mul (sum_window_le a m)
          (mul_le_mul_of_nonneg_right (sum_window_le c m) hτ)
          (mul_nonneg (sum_nonneg fun d _ => by split_ifs <;> norm_num) hτ)
          (by positivity)
    _ = (2 * m + 1) ^ 2 * τ := by ring

end

end LinearScalingExchange
```

```lean
#print axioms LinearScalingExchange.card_significant_le
#print axioms LinearScalingExchange.le_card_significant
#print axioms LinearScalingExchange.abs_exchange_sub_screened_le
```

```
'LinearScalingExchange.card_significant_le' depends on axioms: [propext, Classical.choice, Quot.sound]
'LinearScalingExchange.le_card_significant' depends on axioms: [propext, Classical.choice, Quot.sound]
'LinearScalingExchange.abs_exchange_sub_screened_le' depends on axioms: [propext, Classical.choice, Quot.sound]
```
